# A Fourier lower bound for Ising and planar spins with pair couplings on a finite periodic lattice

Let $G$ be the set of $N$ sites of a finite periodic lattice, regarded as an abelian group under addition of lattice vectors. An Ising configuration assigns $s_i=\pm1$ to each site $i$: a spin direction, or the species in a binary alloy. With a real pair coupling $V(r)$, its energy is

$$E(s)=\sum_{i,j}V(i-j)\,s_is_j .$$

The sum runs over ordered pairs, so each bond counts twice, and $i=j$ contributes the constant $NV(0)$. Positive $V$ favours unlike neighbours. How low can $E$ be?

A character $\chi$ of $G$ is a plane wave $e^{ik\cdot r}$ with an allowed wavevector $k$. Define $\hat V(\chi)=\sum_rV(r)\chi(r)$ and $m=\min_\chi\mathrm{Re}\,\hat V(\chi)$. Then $E(s)\ge Nm$ for every Ising configuration, with equality if $s$ is itself a minimising character. If $V$ is even, $\hat V$ is real and $m$ is simply its minimum.

In alloy theory this bounds the pair term $E(s)$ of the configurational energy of a finite periodic cell. Interactions between pairs of atoms of two species generally also give a constant and a term proportional to $\sum_is_i$, which is fixed at given composition; these must be added separately. Applying the result to a real alloy requires that such terms, on a fixed lattice with one site per primitive cell, describe the alloy's energy.

## Energy as a sum over plane waves

For even $V$, using $\overline{\chi(r)}=\chi(-r)$ and relabelling $r\to-r$,

$$\overline{\hat V(\chi)}=\sum_rV(r)\chi(-r)=\sum_rV(-r)\chi(r)=\hat V(\chi).$$

Now allow planar (XY) spins, complex numbers $z_i$ with $|z_i|=1$, and set $E(z)=\sum_{i,j}V(i-j)\,\mathrm{Re}(z_i\bar z_j)$. Let $a_\chi=\sum_iz_i\overline{\chi(i)}$; the normalised amplitude would be $a_\chi/\sqrt N$. Expanding the square gives

$$\hat V(\chi)|a_\chi|^2=\sum_{i,j,r}V(r)\,z_i\bar z_j\,\chi\big(r-(i-j)\big).$$

Summed over $\chi$, the last factor gives $N$ if $r=i-j$ and zero otherwise. Taking real parts,

$$N\,E(z)=\sum_\chi\mathrm{Re}\,\hat V(\chi)\,|a_\chi|^2 .$$

For the on-site coupling $V(r)=\delta_{r,0}$, $\hat V=1$ and this becomes Parseval's identity, $\sum_\chi|a_\chi|^2=N\sum_i|z_i|^2=N^2$. Subtracting $m$ times it,

$$N\big(E(z)-Nm\big)=\sum_\chi\big(\mathrm{Re}\,\hat V(\chi)-m\big)|a_\chi|^2\ge0 .$$

Equality holds exactly when every mode with $a_\chi\ne0$ is minimising. For $z=\chi$, $z_i\bar z_j=\chi(i-j)$, so $E(\chi)=N\,\mathrm{Re}\,\hat V(\chi)$. A minimising character therefore reaches $Nm$. Ising spins are the real case of planar spins.

They need not reach the bound. On a triangle with $V=1$ between different sites and $V(0)=0$, $\hat V$ is $2$ for the trivial character and $-1$ for the others, so $Nm=-3$. But $E(s)=2(s_0s_1+s_0s_2+s_1s_2)$ is $6$ or $-2$.

## Lattice, couplings and energies in Lean

The sites form a finite additive commutative group `G`.

```lean
import Mathlib

open Finset ComplexConjugate

namespace LatticeGroundStates

noncomputable section

variable {G : Type*} [AddCommGroup G] [Fintype G]
```

The type `AddChar G ℂ` contains the characters, and `couplingHat` is $\hat V$.

```lean
/-- The lattice Fourier transform of the pair coupling `V` at the character `χ`. -/
def couplingHat (V : G → ℝ) (χ : AddChar G ℂ) : ℂ := ∑ r, (V r : ℂ) * χ r
```

The infimum `couplingMin` is $m$; it is attained because there are finitely many characters.

```lean
/-- The smallest real part of the transformed coupling over all characters. -/
def couplingMin (V : G → ℝ) : ℝ := ⨅ χ : AddChar G ℂ, (couplingHat V χ).re
```

The unnormalised $a_\chi$ is `amplitude`, with `conj` for complex conjugation.

```lean
/-- The amplitude of the mode `χ` in the spin configuration `z`. -/
def amplitude (z : G → ℂ) (χ : AddChar G ℂ) : ℂ := ∑ i, z i * conj (χ i)
```

The two energies accept arbitrary complex or real values; the theorems impose unit length or $\pm1$ where needed.

```lean
/-- The energy of planar spins, written as complex numbers, summed over ordered pairs of sites. -/
def planarEnergy (V : G → ℝ) (z : G → ℂ) : ℝ :=
  ∑ i, ∑ j, V (i - j) * (z i * conj (z j)).re

/-- The energy of Ising spins, summed over ordered pairs of sites. -/
def isingEnergy (V : G → ℝ) (s : G → ℝ) : ℝ := ∑ i, ∑ j, V (i - j) * (s i * s j)
```

## From the mode expansion to the bound

Evenness, `hV`, is assumed only for reality of the transform. The proof reindexes the sum by `Equiv.neg G`, the substitution $r\to-r$.

```lean
/-- The Fourier transform of an even coupling is real. -/
theorem couplingHat_real (V : G → ℝ) (hV : ∀ r, V (-r) = V r) (χ : AddChar G ℂ) :
    ((couplingHat V χ).re : ℂ) = couplingHat V χ := by
  rw [← Complex.conj_eq_iff_re, couplingHat, map_sum]
  -- conjugation of a character is inversion of the lattice vector
  refine Fintype.sum_equiv (Equiv.neg G) _ _ (fun r => ?_)
  simp [hV, AddChar.map_neg_eq_conj]
```

In the mode expansion, `h1` is the triple sum, `h2` applies character orthogonality, and `h3` takes real parts.

```lean
/-- The energy is diagonal in the lattice modes: `N` times the energy is the sum of the
mode intensities weighted by the real part of the transformed coupling. -/
theorem energy_eq_sum_modes (V : G → ℝ) (z : G → ℂ) :
    (Fintype.card G : ℝ) * planarEnergy V z
      = ∑ χ : AddChar G ℂ, (couplingHat V χ).re * ‖amplitude z χ‖ ^ 2 := by
  classical
  -- expand each mode into a triple sum over lattice vectors
  have h1 : ∀ χ : AddChar G ℂ,
      couplingHat V χ * ((‖amplitude z χ‖ ^ 2 : ℝ) : ℂ)
        = ∑ i, ∑ j, ∑ r, (V r : ℂ) * (z i * conj (z j)) * χ (r - (i - j)) := by
    intro χ
    rw [← Complex.normSq_eq_norm_sq, ← Complex.mul_conj, amplitude, map_sum,
      Finset.sum_mul_sum, Finset.mul_sum]
    refine Finset.sum_congr rfl fun i _ => ?_
    rw [Finset.mul_sum]
    refine Finset.sum_congr rfl fun j _ => ?_
    rw [couplingHat, Finset.sum_mul]
    refine Finset.sum_congr rfl fun r _ => ?_
    have e : r - (i - j) = r + -i + j := by abel
    rw [e, AddChar.map_add_eq_mul, AddChar.map_add_eq_mul, AddChar.map_neg_eq_conj,
      map_mul, Complex.conj_conj]
    ring
  -- orthogonality of characters selects r = i - j
  have h2 : ∑ χ : AddChar G ℂ, couplingHat V χ * ((‖amplitude z χ‖ ^ 2 : ℝ) : ℂ)
      = ((Fintype.card G : ℝ) : ℂ) * ∑ i, ∑ j, (V (i - j) : ℂ) * (z i * conj (z j)) := by
    rw [Finset.sum_congr rfl fun χ _ => h1 χ, Finset.sum_comm, Finset.mul_sum]
    refine Finset.sum_congr rfl fun i _ => ?_
    rw [Finset.sum_comm, Finset.mul_sum]
    refine Finset.sum_congr rfl fun j _ => ?_
    rw [Finset.sum_comm]
    simp_rw [← Finset.mul_sum, AddChar.sum_apply_eq_ite, sub_eq_zero, mul_ite, mul_zero]
    rw [Finset.sum_ite_eq' Finset.univ (i - j), if_pos (Finset.mem_univ _)]
    push_cast
    ring
  have h3 := congrArg Complex.re h2
  simp only [Complex.re_sum, Complex.re_mul_ofReal, Complex.re_ofReal_mul] at h3
  exact h3.symm
```

Parseval's identity follows by inserting the on-site coupling: `hc` evaluates its transform and `he` its energy.

```lean
/-- Parseval's identity for the mode amplitudes of a spin configuration. -/
theorem parseval (z : G → ℂ) :
    ∑ χ : AddChar G ℂ, ‖amplitude z χ‖ ^ 2 = (Fintype.card G : ℝ) * ∑ i, ‖z i‖ ^ 2 := by
  classical
  -- apply the mode expansion to a purely on-site coupling
  have h := energy_eq_sum_modes (fun r : G => if r = 0 then (1 : ℝ) else 0) z
  have hc : ∀ χ : AddChar G ℂ,
      couplingHat (fun r : G => if r = 0 then (1 : ℝ) else 0) χ = 1 := by
    intro χ
    rw [couplingHat, Finset.sum_eq_single (0 : G)]
    · simp
    · intro r _ hr
      simp [hr]
    · intro h0
      exact absurd (Finset.mem_univ _) h0
  have he : planarEnergy (fun r : G => if r = 0 then (1 : ℝ) else 0) z = ∑ i, ‖z i‖ ^ 2 := by
    refine Finset.sum_congr rfl fun i _ => ?_
    simp only [sub_eq_zero, ite_mul, one_mul, zero_mul]
    rw [Finset.sum_ite_eq Finset.univ i, if_pos (Finset.mem_univ _), Complex.mul_conj,
      Complex.ofReal_re, Complex.normSq_eq_norm_sq]
  simp only [hc, he, Complex.one_re, one_mul] at h
  exact h.symm
```

Unit length, `hz`, turns the right-hand side of Parseval's identity into $N^2$, and subtraction gives the excess energy.

```lean
/-- For unit spins, `N` times the energy excess over `N` times the coupling minimum is the sum of
the mode intensities, each weighted by the height of the real part of its transformed coupling above
that minimum. -/
theorem excess_energy (V : G → ℝ) (z : G → ℂ) (hz : ∀ i, ‖z i‖ = 1) :
    (Fintype.card G : ℝ) * (planarEnergy V z - Fintype.card G * couplingMin V)
      = ∑ χ : AddChar G ℂ, ((couplingHat V χ).re - couplingMin V) * ‖amplitude z χ‖ ^ 2 := by
  have hp := parseval z
  simp only [hz, one_pow, Finset.sum_const, Finset.card_univ, nsmul_eq_mul, mul_one] at hp
  simp only [sub_mul, Finset.sum_sub_distrib]
  rw [← Finset.mul_sum, hp, ← energy_eq_sum_modes]
  ring
```

Each term of the excess is non-negative by `h0`. This gives the bound, and the sum vanishes only if every term does, which gives the equality condition.

```lean
/-- No configuration of planar unit spins has energy below `N` times the coupling minimum,
and one reaches this value exactly when all its occupied modes minimise the real part of the
transformed coupling. -/
theorem planar_bound (V : G → ℝ) (z : G → ℂ) (hz : ∀ i, ‖z i‖ = 1) :
    Fintype.card G * couplingMin V ≤ planarEnergy V z ∧
    (planarEnergy V z = Fintype.card G * couplingMin V ↔
      ∀ χ, amplitude z χ ≠ 0 → (couplingHat V χ).re = couplingMin V) := by
  have hN : (0 : ℝ) < Fintype.card G := by exact_mod_cast Fintype.card_pos
  have hx := excess_energy V z hz
  have h0 : ∀ χ ∈ (Finset.univ : Finset (AddChar G ℂ)),
      0 ≤ ((couplingHat V χ).re - couplingMin V) * ‖amplitude z χ‖ ^ 2 := fun χ _ =>
    mul_nonneg (sub_nonneg.2 (ciInf_le (Set.finite_range _).bddBelow χ)) (sq_nonneg _)
  constructor
  · have h := Finset.sum_nonneg h0
    rw [← hx] at h
    exact sub_nonneg.1 (nonneg_of_mul_nonneg_right h hN)
  · -- a sum of non-negative terms vanishes only term by term
    rw [← sub_eq_zero, ← mul_eq_zero_iff_left hN.ne', hx,
      Finset.sum_eq_zero_iff_of_nonneg h0]
    refine forall_congr' fun χ => ?_
    simp only [Finset.mem_univ, true_imp_iff, mul_eq_zero, sub_eq_zero, pow_eq_zero_iff,
      ne_eq, OfNat.ofNat_ne_zero, not_false_eq_true, norm_eq_zero]
    tauto
```

For a character, the substitution $r=i-j$ makes the sum over $j$ independent of $i$.

```lean
/-- A character, taken as a planar spin configuration, has energy `N` times the real part of
the transformed coupling. -/
theorem energy_character (V : G → ℝ) (χ : AddChar G ℂ) :
    planarEnergy V χ = Fintype.card G * (couplingHat V χ).re := by
  have h : ∀ i : G, ∑ j, V (i - j) * (χ i * conj (χ j)).re = (couplingHat V χ).re := by
    intro i
    simp only [couplingHat, Complex.re_sum, Complex.re_ofReal_mul]
    refine Fintype.sum_equiv (Equiv.subLeft i) _ _ (fun j => ?_)
    rw [Equiv.subLeft_apply, ← AddChar.map_neg_eq_conj, ← AddChar.map_add_eq_mul,
      ← sub_eq_add_neg]
  simp only [planarEnergy, h, Finset.sum_const, Finset.card_univ, nsmul_eq_mul]
```

`IsLeast` states that $Nm$ is a lower bound on the planar energies and is itself one of them. The proof picks a minimising character.

```lean
/-- The ground-state energy of planar unit spins is exactly `N` times the coupling minimum. -/
theorem planar_ground_state (V : G → ℝ) :
    IsLeast {E | ∃ z : G → ℂ, (∀ i, ‖z i‖ = 1) ∧ planarEnergy V z = E}
      (Fintype.card G * couplingMin V) := by
  constructor
  · obtain ⟨χ, hχ⟩ := exists_eq_ciInf_of_finite
      (f := fun χ : AddChar G ℂ => (couplingHat V χ).re)
    refine ⟨χ, fun i => AddChar.norm_apply χ i, ?_⟩
    rw [energy_character, couplingMin, ← hχ]
  · rintro E ⟨z, hz, rfl⟩
    exact (planar_bound V z hz).1
```

## Ising spins and the frustrated triangle

The identity `he` embeds $\pm1$ in the complex plane, so the planar bound applies. The equality clause requires $s$ to agree with a minimising character at every site; this is a sufficient condition.

```lean
/-- Every Ising configuration has energy at least `N` times the coupling minimum, with
equality if the configuration is a character that attains this minimum. -/
theorem ising_bound (V : G → ℝ) (s : G → ℝ) (hs : ∀ i, s i = 1 ∨ s i = -1) :
    Fintype.card G * couplingMin V ≤ isingEnergy V s ∧
    ∀ χ : AddChar G ℂ, (∀ i, (s i : ℂ) = χ i) → (couplingHat V χ).re = couplingMin V →
      isingEnergy V s = Fintype.card G * couplingMin V := by
  -- Ising spins are planar spins on the real axis
  have he : isingEnergy V s = planarEnergy V (fun i => (s i : ℂ)) := by
    simp only [isingEnergy, planarEnergy, Complex.conj_ofReal, ← Complex.ofReal_mul,
      Complex.ofReal_re]
  rw [he]
  refine ⟨(planar_bound V _ fun i => ?_).1, fun χ hχ hm => ?_⟩
  · rcases hs i with h | h <;> simp [h]
  · rw [funext hχ, energy_character, hm]
```

For the triangle, `ZMod 3`, a non-trivial character sums to zero, so its transformed coupling is $-1$. This gives $m\le-1$, which suffices: `hE` expands the energy, and the eight spin assignments are checked in turn.

```lean
/-- On the triangle with antiferromagnetic couplings equal to 1, every Ising configuration lies
strictly above the bound. -/
theorem triangle_frustrated (s : ZMod 3 → ℝ) (hs : ∀ i, s i = 1 ∨ s i = -1) :
    3 * couplingMin (fun r : ZMod 3 => if r = 0 then 0 else 1)
      < isingEnergy (fun r : ZMod 3 => if r = 0 then 0 else 1) s := by
  have h01 : (0 : ZMod 3) ≠ 1 := by decide
  have h02 : (0 : ZMod 3) ≠ 2 := by decide
  have h12 : (1 : ZMod 3) ≠ 2 := by decide
  have sumR : ∀ f : ZMod 3 → ℝ, ∑ i, f i = f 0 + f 1 + f 2 := fun f => Fin.sum_univ_three f
  have sumC : ∀ f : ZMod 3 → ℂ, ∑ i, f i = f 0 + f 1 + f 2 := fun f => Fin.sum_univ_three f
  -- a non-trivial character has transformed coupling -1
  obtain ⟨χ, hχ⟩ := AddChar.exists_apply_ne_zero.2 h01.symm
  have hsum : ∑ i, χ i = 0 := AddChar.sum_eq_zero_of_ne_one (fun h => hχ (by simp [h]))
  have hhat : couplingHat (fun r : ZMod 3 => if r = 0 then 0 else 1) χ = -1 := by
    rw [sumC, AddChar.map_zero_eq_one] at hsum
    simp only [couplingHat, sumC, if_true, if_neg h01.symm, if_neg h02.symm,
      Complex.ofReal_zero, Complex.ofReal_one]
    linear_combination hsum
  have hm : couplingMin (fun r : ZMod 3 => if r = 0 then 0 else 1) ≤ -1 := by
    have h := ciInf_le (Set.finite_range fun ψ : AddChar (ZMod 3) ℂ =>
      (couplingHat (fun r : ZMod 3 => if r = 0 then 0 else 1) ψ).re).bddBelow χ
    simp only [hhat, Complex.neg_re, Complex.one_re] at h
    exact h
  -- the energy is twice the sum over the three bonds
  have hE : isingEnergy (fun r : ZMod 3 => if r = 0 then 0 else 1) s
      = 2 * (s 0 * s 1 + s 0 * s 2 + s 1 * s 2) := by
    simp only [isingEnergy, sumR, sub_eq_zero, if_true, if_neg h01, if_neg h02, if_neg h12,
      if_neg h01.symm, if_neg h02.symm, if_neg h12.symm]
    ring
  rw [hE]
  rcases hs 0 with h0 | h0 <;> rcases hs 1 with h1 | h1 <;> rcases hs 2 with h2 | h2 <;>
    rw [h0, h1, h2] <;> linarith

end

end LatticeGroundStates
```

```lean
#print axioms LatticeGroundStates.planar_bound
#print axioms LatticeGroundStates.planar_ground_state
#print axioms LatticeGroundStates.ising_bound
#print axioms LatticeGroundStates.triangle_frustrated
```

```
'LatticeGroundStates.planar_bound' depends on axioms: [propext, Classical.choice, Quot.sound]
'LatticeGroundStates.planar_ground_state' depends on axioms: [propext, Classical.choice, Quot.sound]
'LatticeGroundStates.ising_bound' depends on axioms: [propext, Classical.choice, Quot.sound]
'LatticeGroundStates.triangle_frustrated' depends on axioms: [propext, Classical.choice, Quot.sound]
```
